# Quasi-optimality of density fits in a symmetric local metric bounded above and below by multiples of the Coulomb metric

Low-scaling forms of the random-phase approximation often fit orbital-pair densities to an auxiliary basis in a short-range metric $S$, which keeps the three-centre integrals sparse, although the interaction that enters the energy is the Coulomb one, with metric $V$. In finite dimension, for $V \ge 0$, symmetric $S$ and numbers $m > 0$ and $M$ with $mV \le S \le MV$, the residual of such a fit has a Coulomb self-interaction at most $M/m$ times that of the residual left by any other element of the fitting space.

In Lean 4 with Mathlib:

```lean
import Mathlib

open Matrix

namespace LocalMetricFitting

noncomputable section

variable {n k : Type*} [Fintype n] [Fintype k]

/-- The self-interaction `xᵀ A x` of a density `x` in the metric `A`. -/
def sqNorm (A : Matrix n n ℝ) (x : n → ℝ) : ℝ := x ⬝ᵥ A *ᵥ x

/-- The two-sided comparison `m V ≤ S ≤ M V` of two metrics as quadratic forms. -/
def MetricBounds (m M : ℝ) (V S : Matrix n n ℝ) : Prop :=
  ∀ x, m * sqNorm V x ≤ sqNorm S x ∧ sqNorm S x ≤ M * sqNorm V x

/-- `f` is a fit of `ρ` in the metric `S`: it lies in the fitting space `U` and the residual
`ρ - f` is `S`-orthogonal to `U`. -/
def IsFit (S : Matrix n n ℝ) (U : Submodule ℝ (n → ℝ)) (ρ f : n → ℝ) : Prop :=
  f ∈ U ∧ ∀ g ∈ U, g ⬝ᵥ S *ᵥ (ρ - f) = 0

/-- The robust estimate `2 fᵀ V ρ - fᵀ V f` of the self-interaction `ρᵀ V ρ`. -/
def robustEnergy (V : Matrix n n ℝ) (ρ f : n → ℝ) : ℝ :=
  2 * (f ⬝ᵥ V *ᵥ ρ) - sqNorm V f

/-- Expansion of the self-interaction of a linear combination of two densities. -/
theorem sqNorm_expand (A : Matrix n n ℝ) (s t : ℝ) (x y : n → ℝ) :
    sqNorm A (s • x + t • y) = s ^ 2 * sqNorm A x
      + s * t * (x ⬝ᵥ A *ᵥ y + y ⬝ᵥ A *ᵥ x) + t ^ 2 * sqNorm A y := by
  simp only [sqNorm, mulVec_add, mulVec_smul, dotProduct_add, add_dotProduct,
    dotProduct_smul, smul_dotProduct, smul_eq_mul]
  ring

/-- The interaction in a symmetric metric is symmetric in the two densities. -/
theorem interaction_symm {S : Matrix n n ℝ} (hS : S.IsSymm) (x y : n → ℝ) :
    x ⬝ᵥ S *ᵥ y = y ⬝ᵥ S *ᵥ x := by
  rw [dotProduct_mulVec, ← mulVec_transpose, hS.eq, dotProduct_comm]

/-- In a symmetric fitting metric `S` there is no cross term between the residual of a fit and any
element of the fitting space. -/
theorem fit_pythagoras {S : Matrix n n ℝ} (hS : S.IsSymm) {U : Submodule ℝ (n → ℝ)}
    {ρ f d : n → ℝ} (hf : IsFit S U ρ f) (hd : d ∈ U) (s t : ℝ) :
    sqNorm S (s • (ρ - f) + t • d) = s ^ 2 * sqNorm S (ρ - f) + t ^ 2 * sqNorm S d := by
  rw [sqNorm_expand, interaction_symm hS (ρ - f) d, hf.2 d hd]
  ring

/-- For a symmetric nonnegative metric `S`, a fit minimises the `S`-self-interaction of the
residual over the fitting space. -/
theorem fit_optimal {S : Matrix n n ℝ} (hS : S.IsSymm) (hpos : ∀ x, 0 ≤ sqNorm S x)
    {U : Submodule ℝ (n → ℝ)} {ρ f g : n → ℝ} (hf : IsFit S U ρ f) (hg : g ∈ U) :
    sqNorm S (ρ - f) ≤ sqNorm S (ρ - g) := by
  have hw : ρ - g = (1 : ℝ) • (ρ - f) + (1 : ℝ) • (f - g) := by simp
  rw [hw, fit_pythagoras hS hf (U.sub_mem hf.1 hg)]
  have := hpos (f - g)
  linarith

/-- Quasi-optimality: if `V ≥ 0`, `S` is symmetric and `m V ≤ S ≤ M V` with `m > 0`, the `V`-error
of an `S`-fit is at most `M / m` times the `V`-error of any element of the fitting space. -/
theorem quasi_optimal {V S : Matrix n n ℝ} {m M : ℝ} (hV : ∀ x, 0 ≤ sqNorm V x)
    (hS : S.IsSymm) (hm : 0 < m) (hb : MetricBounds m M V S)
    {U : Submodule ℝ (n → ℝ)} {ρ f g : n → ℝ} (hf : IsFit S U ρ f) (hg : g ∈ U) :
    sqNorm V (ρ - f) ≤ M / m * sqNorm V (ρ - g) := by
  have hpos : ∀ x, 0 ≤ sqNorm S x := fun x => (mul_nonneg hm.le (hV x)).trans (hb x).1
  -- m V(ρ - f) ≤ S(ρ - f) ≤ S(ρ - g) ≤ M V(ρ - g)
  have h1 := (hb (ρ - f)).1
  have h2 := fit_optimal hS hpos hf hg
  have h3 := (hb (ρ - g)).2
  rw [div_mul_eq_mul_div, le_div_iff₀ hm]
  linarith

/-- For `V ≥ 0`, symmetric `S` and `m V ≤ S ≤ M V` with `0 < m ≤ M`, the quasi-optimality bound
holds with the constant `(M + m)² / (4 m M)`. -/
theorem quasi_optimal_sharp {V S : Matrix n n ℝ} {m M : ℝ} (hV : ∀ x, 0 ≤ sqNorm V x)
    (hS : S.IsSymm) (hm : 0 < m) (hmM : m ≤ M) (hb : MetricBounds m M V S)
    {U : Submodule ℝ (n → ℝ)} {ρ f g : n → ℝ} (hf : IsFit S U ρ f) (hg : g ∈ U) :
    sqNorm V (ρ - f) ≤ (M + m) ^ 2 / (4 * m * M) * sqNorm V (ρ - g) := by
  rcases hmM.eq_or_lt with h | h
  · have h4 : 4 * m * m ≠ 0 := by positivity
    have hK : (M + m) ^ 2 / (4 * m * M) = M / m := by
      rw [← h, div_self hm.ne', div_eq_one_iff_eq h4]
      ring
    rw [hK]
    exact quasi_optimal hV hS hm hb hf hg
  · have hd : f - g ∈ U := U.sub_mem hf.1 hg
    have hM : 0 < M := hm.trans h
    have h4 : 0 < 4 * m * M := by positivity
    -- the vectors (M - m)(ρ - f) ± (M + m)(f - g) have the same S-self-interaction
    have h1 := (hb ((M - m) • (ρ - f) + (-(M + m)) • (f - g))).1
    have h2 := (hb ((M - m) • (ρ - f) + (M + m) • (f - g))).2
    rw [fit_pythagoras hS hf hd, sqNorm_expand V] at h1 h2
    have hw : ρ - g = (1 : ℝ) • (ρ - f) + (1 : ℝ) • (f - g) := by simp
    rw [hw, sqNorm_expand V, div_mul_eq_mul_div, le_div_iff₀ h4]
    generalize sqNorm V (ρ - f) = a at *
    generalize sqNorm V (f - g) = c at *
    generalize (ρ - f) ⬝ᵥ V *ᵥ (f - g) + (f - g) ⬝ᵥ V *ᵥ (ρ - f) = b at *
    have h3 : 0 ≤ (M - m) * ((M - m) ^ 2 * a + (M + m) ^ 2 * c + (M + m) ^ 2 * b) := by
      nlinarith [h1, h2]
    have h5 : 0 ≤ (M - m) ^ 2 * a + (M + m) ^ 2 * c + (M + m) ^ 2 * b :=
      (mul_nonneg_iff_of_pos_left (sub_pos.mpr h)).mp h3
    nlinarith [h5]

/-- If the metric matrix `Bᵀ S B` of an auxiliary basis `B` is invertible, then
`B (Bᵀ S B)⁻¹ Bᵀ S ρ` is an `S`-fit of `ρ` in the span of the columns of `B`. -/
theorem basis_fit [DecidableEq k] (S : Matrix n n ℝ) (B : Matrix n k ℝ)
    (hG : IsUnit (Bᵀ * S * B).det) (ρ : n → ℝ) :
    IsFit S (LinearMap.range B.mulVecLin) ρ
      (B *ᵥ ((Bᵀ * S * B)⁻¹ *ᵥ (Bᵀ *ᵥ (S *ᵥ ρ)))) := by
  have hinv : ∀ y : k → ℝ, Bᵀ *ᵥ (S *ᵥ (B *ᵥ ((Bᵀ * S * B)⁻¹ *ᵥ y))) = y := by
    intro y
    simp only [mulVec_mulVec, ← Matrix.mul_assoc]
    rw [mul_nonsing_inv _ hG, one_mulVec]
  have hdot : ∀ (c : k → ℝ) (z : n → ℝ), (B *ᵥ c) ⬝ᵥ z = c ⬝ᵥ Bᵀ *ᵥ z := by
    intro c z
    rw [dotProduct_mulVec, vecMul_transpose]
  refine ⟨⟨_, rfl⟩, ?_⟩
  rintro g ⟨c, rfl⟩
  -- the normal equations make Bᵀ S (ρ - f) vanish
  rw [mulVecLin_apply, hdot, mulVec_sub, mulVec_sub, hinv, sub_self, dotProduct_zero]

/-- For symmetric `V ≥ 0`, symmetric `S` and `m V ≤ S ≤ M V` with `0 < m ≤ M`, the error of the
robust energy built from an `S`-fit is nonnegative and at most `(M + m)² / (4 m M)` times the error
for any element of the fitting space. -/
theorem robustEnergy_quasi_optimal {V S : Matrix n n ℝ} {m M : ℝ} (hVs : V.IsSymm)
    (hV : ∀ x, 0 ≤ sqNorm V x) (hS : S.IsSymm) (hm : 0 < m) (hmM : m ≤ M)
    (hb : MetricBounds m M V S) {U : Submodule ℝ (n → ℝ)} {ρ f g : n → ℝ}
    (hf : IsFit S U ρ f) (hg : g ∈ U) :
    0 ≤ sqNorm V ρ - robustEnergy V ρ f ∧
      sqNorm V ρ - robustEnergy V ρ f
        ≤ (M + m) ^ 2 / (4 * m * M) * (sqNorm V ρ - robustEnergy V ρ g) := by
  -- the robust error is the self-interaction of the residual
  have herr : ∀ u, sqNorm V ρ - robustEnergy V ρ u = sqNorm V (ρ - u) := by
    intro u
    have hw : ρ - u = (1 : ℝ) • ρ + (-1 : ℝ) • u := by simp [sub_eq_add_neg]
    rw [hw, sqNorm_expand, interaction_symm hVs ρ u, robustEnergy]
    ring
  rw [herr, herr]
  exact ⟨hV _, quasi_optimal_sharp hV hS hm hmM hb hf hg⟩

/-- With `V = 1`, `S = diag(1, 4)`, `m = 1`, `M = 4`, `U` spanned by `(-2, 1)` and
`ρ = (0, 2)` all hypotheses hold, and the constant `(M + m)² / (4 m M)` is attained with a
nonzero error. -/
theorem quasi_optimal_witness :
    (∀ x, 0 ≤ sqNorm (1 : Matrix (Fin 2) (Fin 2) ℝ) x) ∧
    (!![1, 0; 0, 4] : Matrix (Fin 2) (Fin 2) ℝ).IsSymm ∧
    MetricBounds 1 4 (1 : Matrix (Fin 2) (Fin 2) ℝ) !![1, 0; 0, 4] ∧
    IsFit !![1, 0; 0, 4] (Submodule.span ℝ {![-2, 1]}) ![0, 2] ![-2, 1] ∧
    ![-4 / 5, 2 / 5] ∈ Submodule.span ℝ {(![-2, 1] : Fin 2 → ℝ)} ∧
    sqNorm (1 : Matrix (Fin 2) (Fin 2) ℝ) (![0, 2] - ![-2, 1]) = 5 ∧
    (4 + 1) ^ 2 / (4 * 1 * 4)
      * sqNorm (1 : Matrix (Fin 2) (Fin 2) ℝ) (![0, 2] - ![-4 / 5, 2 / 5]) = 5 := by
  have hV : ∀ x, sqNorm (1 : Matrix (Fin 2) (Fin 2) ℝ) x = x 0 * x 0 + x 1 * x 1 := by
    intro x
    rw [sqNorm, one_mulVec, dotProduct, Fin.sum_univ_two]
  have hS : ∀ x y : Fin 2 → ℝ, x ⬝ᵥ (!![1, 0; 0, 4] : Matrix (Fin 2) (Fin 2) ℝ) *ᵥ y
      = x 0 * y 0 + x 1 * (4 * y 1) := by
    intro x y
    simp [dotProduct, mulVec, Fin.sum_univ_two]
  refine ⟨fun x => ?_, ?_, fun x => ?_, ⟨Submodule.mem_span_singleton_self _, ?_⟩, ?_, ?_, ?_⟩
  · rw [hV]
    nlinarith [mul_self_nonneg (x 0), mul_self_nonneg (x 1)]
  · ext i j
    fin_cases i <;> fin_cases j <;> simp
  · rw [hV, sqNorm, hS]
    constructor <;> nlinarith [mul_self_nonneg (x 0), mul_self_nonneg (x 1)]
  · intro g hg
    obtain ⟨a, rfl⟩ := Submodule.mem_span_singleton.mp hg
    rw [hS]
    simp
    ring
  · refine Submodule.mem_span_singleton.mpr ⟨2 / 5, ?_⟩
    ext i
    fin_cases i <;> simp
    norm_num
  · rw [hV]
    simp
    norm_num
  · rw [hV]
    simp
    norm_num

end

end LocalMetricFitting
```

```lean
#print axioms LocalMetricFitting.quasi_optimal_sharp
#print axioms LocalMetricFitting.basis_fit
#print axioms LocalMetricFitting.robustEnergy_quasi_optimal
```

```
'LocalMetricFitting.quasi_optimal_sharp' depends on axioms: [propext, Classical.choice, Quot.sound]
'LocalMetricFitting.basis_fit' depends on axioms: [propext, Classical.choice, Quot.sound]
'LocalMetricFitting.robustEnergy_quasi_optimal' depends on axioms: [propext, Classical.choice, Quot.sound]
```

## Four statements about fits

A density is a real coefficient vector `n → ℝ`, and $A(x) = x^T A x$ is `sqNorm A x`. `MetricBounds m M V S` says $mV(x) \le S(x) \le MV(x)$ for all $x$. `IsFit S U ρ f` says that $f$ lies in the subspace $U$ and that $g^T S(\rho - f) = 0$ for every $g \in U$; after a transposed vector or matrix, $S(\rho - f)$ means the matrix–vector product.

For $V(x) \ge 0$, symmetric $S$ and $m > 0$, `quasi_optimal` gives
$$V(\rho - f) \le \frac{M}{m}\, V(\rho - g) \qquad (g \in U).$$
Here $V$ need not be symmetric, and $V(x) = 0$ is allowed for nonzero $x$; a symmetric positive definite Coulomb matrix is a special case. With $m \le M$ added, `quasi_optimal_sharp` replaces $M/m$ by $K = (M+m)^2/(4mM)$. `basis_fit` takes a matrix $B$ whose columns are the auxiliary functions and shows that $f = B(B^T S B)^{-1} B^T S \rho$ is a fit in their span, `LinearMap.range B.mulVecLin`, when $\det B^T S B \ne 0$. For symmetric $V$, `robustEnergy_quasi_optimal` says that the estimate $E(u) = 2u^T V\rho - V(u)$ obeys
$$0 \le V(\rho) - E(f) \le K\,[V(\rho) - E(g)].$$

## Metrics, constants and the fitting step

$V(x)$ is the Coulomb self-interaction of $x$, without the factor $1/2$. The constants are assumed and not derived from a kernel: $M$ limits how much more weight $S$ can give a density than $V$ does, and $m > 0$ says that no density with Coulomb self-interaction is invisible to $S$. For positive definite matrices the extreme eigenvalues $\lambda$ of $Sx = \lambda Vx$ serve as $m$ and $M$. An attenuated kernel underweights long-wavelength densities, so $m$ can be small and the constant in the bound large.

A program builds the two-centre matrix $B^T S B$ and the three-centre quantities $B^T S\rho$, one vector per pair density, and solves $(B^T S B)c = B^T S \rho$ for the coefficient vector $c$, giving $f = Bc$. The theorems control the Coulomb error of one fitted density in a finite basis with a single space $U$. They give no bound for the RPA correlation energy, which is nonlinear in the fitted integrals, or for the plain estimate $V(f)$, whose error also has a term linear in the residual $\rho - f$. Sparsity and cost are not treated.

## From orthogonality to the ratio $M/m$

For real $s, t$ and vectors $x, y$, `sqNorm_expand` states
$$A(sx + ty) = s^2 A(x) + st\,(x^T A y + y^T A x) + t^2 A(y).$$
Put $e = \rho - f$ and take $d \in U$. The fit condition gives $d^T S e = 0$, and `interaction_symm` gives $e^T S d = d^T S e$, so $S(se + td) = s^2 S(e) + t^2 S(d)$, which is `fit_pythagoras`. With $d = f - g$ one has $\rho - g = e + d$ and $S(\rho - g) = S(e) + S(d) \ge S(e)$, which is `fit_optimal`; its hypothesis $S \ge 0$ follows from $0 \le mV \le S$ (`hpos` in `quasi_optimal`). Then
$$mV(e) \le S(e) \le S(\rho - g) \le MV(\rho - g).$$
These three inequalities are `h1`, `h2`, `h3`, which `linarith` chains after `le_div_iff₀` clears the division by $m$.

## The smaller constant $K$

For $M = m$ both constants equal one (`hK`). For $M > m$ set $s = M - m$, $t = M + m$, $a = V(e)$, $c = V(d)$ (the scalar `c` of the proof) and $b = e^T V d + d^T V e$. The vectors $se \pm td$ have equal $S$-values, so $mV(se - td) \le MV(se + td)$:
$$m(s^2 a - stb + t^2 c) \le M(s^2 a + stb + t^2 c).$$
Collecting terms gives $0 \le s\,(s^2 a + t^2 c + t^2 b)$, which is `h3`, and dividing by $s > 0$ gives `h5`. Since $s^2 = t^2 - 4mM$ and $V(\rho - g) = a + b + c$, this reads $4mM\,V(e) \le t^2\, V(\rho - g)$.

`quasi_optimal_witness` takes $V = 1$, $S = \mathrm{diag}(1,4)$, $m = 1$, $M = 4$, $\rho = (0,2)$ and $f = (-2,1)$ spanning $U$. Then $V(\rho - f) = 5$, and $g = (-4/5, 2/5)$ has $V(\rho - g) = 16/5$, so $K = 25/16$ is attained for this pair $m, M$.

## Normal equations and the robust estimate

In `basis_fit` a general element of $U$ is $Bc$ with $c$ again a coefficient vector, and $(Bc)^T S(\rho - f) = c^T B^T S(\rho - f)$ by `hdot`. By `hinv`, $B^T S f = B^T S\rho$, so this vanishes. For the energy, expanding $V(\rho - u) = V(\rho) - 2u^T V \rho + V(u) = V(\rho) - E(u)$ uses the symmetry of $V$ (`herr`), and both inequalities follow from $V \ge 0$ and the bound with $K$.

## A non-symmetric metric can break the bound

Take $V = 1$ and $S = \begin{pmatrix} 1 & 1 \\ -1 & 1 \end{pmatrix}$. Then $S(x) = V(x)$, so $m = M = 1$. With $U$ spanned by $(1,0)$ and $\rho = (0,1)$, the vector $f = (1,0)$ has $S(\rho - f)$, read as a matrix–vector product, equal to $(0,2)$, which is orthogonal to $U$. Yet $V(\rho - f) = 2$ exceeds the value $V(\rho - g) = 1$ at $g = 0$. This example and the comments on eigenvalues and kernels are ordinary reasoning, not theorems of the file.
